# No formal power series in \(r_1, r_2, r_{12}\) with constant term 1 solves the S-state two-electron equation when \(Z\neq0\)

The wavefunction is modelled as a formal power series near the triple coalescence point, where both electrons sit on the nucleus. With \(u=r_{12}\),

\[
\psi=\sum_{i,j,k\ge 0} a_{ijk}\,r_1^i r_2^j u^k,\qquad a_{ijk}\in\mathbb R .
\]

Convergence, exchange symmetry and behaviour at infinity are not required, so \(E\) may be any real number.

```lean
import Mathlib

namespace FockExpansion

noncomputable section
```

`Series` is the type of such \(\psi\), and `coef i j k ψ` is \(a_{ijk}\). The variables are numbered from 0, so `pd 0`, `pd 1` and `pd 2` are \(\partial_{r_1}\), \(\partial_{r_2}\) and \(\partial_u\), defined on coefficients.

```lean
/-- Formal power series in `r₁`, `r₂`, `u` (variables 0, 1, 2) with real coefficients. -/
abbrev Series := MvPowerSeries (Fin 3) ℝ

/-- The exponent of the monomial `r₁^i r₂^j u^k`. -/
def expo (i j k : ℕ) : Fin 3 →₀ ℕ := Finsupp.equivFunOnFinite.symm ![i, j, k]

/-- The coefficient of `r₁^i r₂^j u^k` in a series. -/
def coef (i j k : ℕ) : Series →ₗ[ℝ] ℝ := MvPowerSeries.coeff (expo i j k)

/-- The formal partial derivative with respect to the variable `s`. -/
def pd (s : Fin 3) (φ : Series) : Series :=
  fun n => ((n s : ℝ) + 1) * MvPowerSeries.coeff (n + Finsupp.single s 1) φ
```

## The Schrödinger equation without denominators

In atomic units, with a fixed point nucleus of charge \(Z\), the S-state Hamiltonian is

\[
\begin{aligned}
H={}&-\tfrac12\Big[\partial_{r_1}^2+\tfrac{2}{r_1}\partial_{r_1}+\partial_{r_2}^2+\tfrac{2}{r_2}\partial_{r_2}+2\partial_u^2+\tfrac4u\partial_u\\
&+\tfrac{r_1^2-r_2^2+u^2}{r_1u}\partial_{r_1}\partial_u+\tfrac{r_2^2-r_1^2+u^2}{r_2u}\partial_{r_2}\partial_u\Big]-\tfrac Z{r_1}-\tfrac Z{r_2}+\tfrac1u .
\end{aligned}
\]

Division by a coordinate is unavailable for power series, so the equation is multiplied by \(r_1r_2u\):

\[
\begin{aligned}
0={}&r_1r_2\psi-\tfrac12r_1r_2u(\partial_{r_1}^2+\partial_{r_2}^2)\psi-r_2u\,\partial_{r_1}\psi-r_1u\,\partial_{r_2}\psi\\
&-r_1r_2u\,\partial_u^2\psi-2r_1r_2\,\partial_u\psi-\tfrac12r_2(r_1^2-r_2^2+u^2)\partial_{r_1}\partial_u\psi\\
&-\tfrac12r_1(r_2^2-r_1^2+u^2)\partial_{r_2}\partial_u\psi-Z(r_1+r_2)u\psi-Er_1r_2u\psi .
\end{aligned}
\]

```lean
/-- The operator `r₁ r₂ u (H - E)` with denominators cleared, for coordinates `r₁, r₂, u`
and partial derivatives `d₁, d₂, d₃` on any commutative ring of wavefunctions. -/
def clearedOp {A : Type} [CommRing A] [Module ℝ A] (Z E : ℝ) (r₁ r₂ u : A)
    (d₁ d₂ d₃ : A → A) (ψ : A) : A :=
  r₁ * r₂ * ψ - (1 / 2 : ℝ) • (r₁ * r₂ * u * (d₁ (d₁ ψ) + d₂ (d₂ ψ)))
    - r₂ * u * d₁ ψ - r₁ * u * d₂ ψ
    - r₁ * r₂ * u * d₃ (d₃ ψ) - (2 : ℝ) • (r₁ * r₂ * d₃ ψ)
    - (1 / 2 : ℝ) • (r₂ * (r₁ ^ 2 - r₂ ^ 2 + u ^ 2) * d₁ (d₃ ψ)
        + r₁ * (r₂ ^ 2 - r₁ ^ 2 + u ^ 2) * d₂ (d₃ ψ))
    - Z • ((r₁ + r₂) * u * ψ) - E • (r₁ * r₂ * u * ψ)

/-- The formal Schrödinger equation `r₁ r₂ u (H - E) ψ = 0`. -/
def IsFormalSolution (Z E : ℝ) (ψ : Series) : Prop :=
  clearedOp Z E (MvPowerSeries.X 0) (MvPowerSeries.X 1) (MvPowerSeries.X 2)
    (pd 0) (pd 1) (pd 2) ψ = 0
```

`clearedOp` also applies to ordinary functions. There it can be compared with \(H\), which is taken in the form above and not derived from the Cartesian Laplacians.

```lean
/-- Partial derivative of a function of `(r₁, r₂, u)` in `r₁`. -/
def D₁ (f : ℝ → ℝ → ℝ → ℝ) : ℝ → ℝ → ℝ → ℝ := fun a b c => deriv (fun x => f x b c) a

/-- Partial derivative of a function of `(r₁, r₂, u)` in `r₂`. -/
def D₂ (f : ℝ → ℝ → ℝ → ℝ) : ℝ → ℝ → ℝ → ℝ := fun a b c => deriv (fun x => f a x c) b

/-- Partial derivative of a function of `(r₁, r₂, u)` in `u`. -/
def D₃ (f : ℝ → ℝ → ℝ → ℝ) : ℝ → ℝ → ℝ → ℝ := fun a b c => deriv (fun x => f a b x) c

/-- The S-state two-electron Hamiltonian in the interparticle distances, in atomic units. -/
def hamiltonian (Z : ℝ) (f : ℝ → ℝ → ℝ → ℝ) (r₁ r₂ u : ℝ) : ℝ :=
  -(1 / 2) * (D₁ (D₁ f) r₁ r₂ u + 2 / r₁ * D₁ f r₁ r₂ u
      + D₂ (D₂ f) r₁ r₂ u + 2 / r₂ * D₂ f r₁ r₂ u
      + 2 * D₃ (D₃ f) r₁ r₂ u + 4 / u * D₃ f r₁ r₂ u
      + (r₁ ^ 2 - r₂ ^ 2 + u ^ 2) / (r₁ * u) * D₁ (D₃ f) r₁ r₂ u
      + (r₂ ^ 2 - r₁ ^ 2 + u ^ 2) / (r₂ * u) * D₂ (D₃ f) r₁ r₂ u)
    + (-Z / r₁ - Z / r₂ + 1 / u) * f r₁ r₂ u
```

When all three distances are nonzero, clearing denominators gives exactly \(r_1r_2u(H-E)f\).

```lean
/-- On functions, away from the coalescence points, the cleared operator is
`r₁ r₂ u` times `H - E`. -/
theorem clearedOp_eq_hamiltonian (Z E : ℝ) (f : ℝ → ℝ → ℝ → ℝ) {r₁ r₂ u : ℝ}
    (h₁ : r₁ ≠ 0) (h₂ : r₂ ≠ 0) (hu : u ≠ 0) :
    clearedOp Z E (fun a _ _ => a) (fun _ b _ => b) (fun _ _ c => c) D₁ D₂ D₃ f r₁ r₂ u
      = r₁ * r₂ * u * (hamiltonian Z f r₁ r₂ u - E * f r₁ r₂ u) := by
  simp only [clearedOp, hamiltonian, Pi.add_apply, Pi.sub_apply, Pi.mul_apply,
    Pi.smul_apply, Pi.pow_apply, smul_eq_mul]
  field_simp
  ring
```

## Reading off coefficients

Multiplication by \(r_1\) shifts the first index, so the coefficient of \(r_1^ir_2^ju^k\) in \(r_1\psi\) is \(a_{i-1,j,k}\), or 0 if \(i=0\). The other coordinates act likewise.

```lean
/-- Multiplication by a coordinate shifts the coefficients of a series by one power. -/
theorem coef_mul (φ : Series) (i j k : ℕ) :
    coef i j k (MvPowerSeries.X 0 * φ) = (if i = 0 then 0 else coef (i - 1) j k φ) ∧
    coef i j k (MvPowerSeries.X 1 * φ) = (if j = 0 then 0 else coef i (j - 1) k φ) ∧
    coef i j k (MvPowerSeries.X 2 * φ) = (if k = 0 then 0 else coef i j (k - 1) φ) := by
  have hap : ∀ i j k s, expo i j k s = ![i, j, k] s := fun _ _ _ _ => rfl
  have hX : ∀ (n : Fin 3 →₀ ℕ) (s : Fin 3),
      MvPowerSeries.coeff n (MvPowerSeries.X s * φ)
        = if n s = 0 then 0 else MvPowerSeries.coeff (n - Finsupp.single s 1) φ := by
    intro n s
    rw [MvPowerSeries.X, MvPowerSeries.coeff_monomial_mul]
    by_cases h : n s = 0
    · rw [if_pos h, if_neg]
      intro h'
      have := Finsupp.single_le_iff.1 h'
      omega
    · have h' : 1 ≤ n s := by omega
      rw [if_neg h, if_pos (Finsupp.single_le_iff.2 h'), one_mul]
  have e0 : expo i j k - Finsupp.single 0 1 = expo (i - 1) j k := by
    ext s; fin_cases s <;> simp [hap]
  have e1 : expo i j k - Finsupp.single 1 1 = expo i (j - 1) k := by
    ext s; fin_cases s <;> simp [hap]
  have e2 : expo i j k - Finsupp.single 2 1 = expo i j (k - 1) := by
    ext s; fin_cases s <;> simp [hap]
  unfold coef
  refine ⟨?_, ?_, ?_⟩
  · rw [hX, e0]; rfl
  · rw [hX, e1]; rfl
  · rw [hX, e2]; rfl
```

Differentiation shifts the other way: the coefficient in \(\partial_{r_1}\psi\) is \((i+1)a_{i+1,j,k}\).

```lean
/-- The coefficients of the three formal partial derivatives of a series. -/
theorem coef_pd (φ : Series) (i j k : ℕ) :
    coef i j k (pd 0 φ) = ((i : ℝ) + 1) * coef (i + 1) j k φ ∧
    coef i j k (pd 1 φ) = ((j : ℝ) + 1) * coef i (j + 1) k φ ∧
    coef i j k (pd 2 φ) = ((k : ℝ) + 1) * coef i j (k + 1) φ := by
  have hap : ∀ i j k s, expo i j k s = ![i, j, k] s := fun _ _ _ _ => rfl
  have e0 : expo (i + 1) j k = expo i j k + Finsupp.single 0 1 := by
    ext s; fin_cases s <;> simp [hap]
  have e1 : expo i (j + 1) k = expo i j k + Finsupp.single 1 1 := by
    ext s; fin_cases s <;> simp [hap]
  have e2 : expo i j (k + 1) = expo i j k + Finsupp.single 2 1 := by
    ext s; fin_cases s <;> simp [hap]
  unfold coef
  rw [e0, e1, e2]
  exact ⟨rfl, rfl, rfl⟩
```

A series is determined by its coefficients.

```lean
/-- Two series with the same coefficients are equal. -/
theorem series_ext {φ χ : Series} (h : ∀ i j k, coef i j k φ = coef i j k χ) : φ = χ := by
  apply MvPowerSeries.ext
  intro n
  have hn : expo (n 0) (n 1) (n 2) = n := by
    ext s; fin_cases s <;> rfl
  have := h (n 0) (n 1) (n 2)
  unfold coef at this
  rwa [hn] at this
```

## Cusp values and the contradiction

The monomials \(r_2u\), \(r_1u\) and \(r_1r_2\) of the equation give

\[
-a_{100}-Za_{000}=0,\qquad -a_{010}-Za_{000}=0,\qquad a_{000}-2a_{001}=0 .
\]

These are the electron–nucleus and electron–electron cusp values at lowest order. In the proof, `congrArg` extracts each coefficient, `simp only` applies the shift rules, and `linarith` solves the linear equations.

```lean
/-- The linear coefficients of a formal solution are `-Z`, `-Z` and `1/2` times its
constant term. -/
theorem cusp_coefficients {Z E : ℝ} {ψ : Series} (hψ : IsFormalSolution Z E ψ) :
    coef 1 0 0 ψ = -Z * coef 0 0 0 ψ ∧ coef 0 1 0 ψ = -Z * coef 0 0 0 ψ ∧
      coef 0 0 1 ψ = coef 0 0 0 ψ / 2 := by
  unfold IsFormalSolution clearedOp at hψ
  -- the monomials r₂ u, r₁ u and r₁ r₂
  have h1 := congrArg (fun φ => coef 0 1 1 φ) hψ
  have h2 := congrArg (fun φ => coef 1 0 1 φ) hψ
  have h3 := congrArg (fun φ => coef 1 1 0 φ) hψ
  simp only [mul_assoc, mul_add, mul_sub, add_mul, sub_mul, pow_two, map_add, map_sub,
    map_smul, map_zero, smul_eq_mul, coef_mul, coef_pd] at h1 h2 h3
  norm_num at h1 h2 h3
  exact ⟨by linarith, by linarith, by linarith⟩
```

At \(r_2^3\) only the mixed derivative \(\partial_{r_1}\partial_u\) contributes; at \(r_2u^2\) three terms do:

\[
\tfrac12a_{101}=0,\qquad -a_{101}-\tfrac12a_{101}-Za_{001}=0 .
\]

With \(a_{001}=a_{000}/2\), the second equation gives \(a_{101}=-\tfrac Z3a_{000}\). For helium, \(Z=2\) and \(a_{000}=1\) give linear coefficients \(-2,-2,\tfrac12\), and then \(a_{101}\) must be both \(0\) and \(-\tfrac23\).

```lean
/-- The equation imposes two values on the `r₁ u` coefficient of a formal solution:
zero, and `-Z/3` times the constant term. -/
theorem r₁u_coefficient {Z E : ℝ} {ψ : Series} (hψ : IsFormalSolution Z E ψ) :
    coef 1 0 1 ψ = 0 ∧ coef 1 0 1 ψ = -(Z / 3) * coef 0 0 0 ψ := by
  have hc := (cusp_coefficients hψ).2.2
  unfold IsFormalSolution clearedOp at hψ
  -- the monomials r₂³ and r₂ u²
  have h1 := congrArg (fun φ => coef 0 3 0 φ) hψ
  have h2 := congrArg (fun φ => coef 0 1 2 φ) hψ
  simp only [mul_assoc, mul_add, mul_sub, add_mul, sub_mul, pow_two, map_add, map_sub,
    map_smul, map_zero, smul_eq_mul, coef_mul, coef_pd] at h1 h2
  norm_num at h1 h2
  rw [hc] at h2
  exact ⟨by linarith, by linarith⟩
```

Hence \(Za_{000}=0\), and \(Z\neq0\) forces \(a_{000}=0\).

```lean
/-- For nonzero nuclear charge every formal power series solution vanishes at the
triple coalescence point. -/
theorem constant_term_eq_zero {Z E : ℝ} (hZ : Z ≠ 0) {ψ : Series}
    (hψ : IsFormalSolution Z E ψ) : coef 0 0 0 ψ = 0 := by
  obtain ⟨h1, h2⟩ := r₁u_coefficient hψ
  have h : Z * coef 0 0 0 ψ = 0 := by linarith
  exact (mul_eq_zero.1 h).resolve_left hZ
```

A constant term of 1 is therefore impossible.

```lean
/-- For nonzero nuclear charge no formal power series in `r₁, r₂, u` with constant term 1
solves the S-state two-electron Schrödinger equation. -/
theorem no_power_series_solution {Z : ℝ} (hZ : Z ≠ 0) (E : ℝ) :
    ¬ ∃ ψ : Series, coef 0 0 0 ψ = 1 ∧ IsFormalSolution Z E ψ := by
  rintro ⟨ψ, h1, hψ⟩
  rw [constant_term_eq_zero hZ hψ] at h1
  exact zero_ne_one h1
```

Solutions that vanish at the triple coalescence point are not excluded. The Fock expansion is of a more general form: it uses powers of \(R=\sqrt{r_1^2+r_2^2}\) and of \(\ln R\), with coefficients that are functions of the hyperangles. Whether it gives a solution is not addressed here. The result also bears on Hylleraas-type trial functions, here a real polynomial in \(r_1,r_2,u\) times the exponential of a real linear combination of them. Such a function equals its Taylor series. If it solved the equation with \(Z\neq0\) at all distances that form a triangle, the cleared equation would hold on an open set, hence identically by analyticity, and the Taylor series would be a formal solution. So, in this fixed-nucleus S-state model, it cannot be an exact solution if it is nonzero at the triple coalescence point.

This step from the differential equation to the Taylor coefficients is not formalised: the Lean theorems on solutions concern formal series only.

## The case without a nucleus

For \(Z=0\), take \(\psi=\sum_n a_nu^n\). The equation reduces to \(r_1r_2\) times

\[
\psi-u\psi''-2\psi'-Eu\psi=0,
\]

the radial equation for two repelling electrons. Its coefficients give \(2a_1=a_0\) and

\[
(n+2)(n+3)a_{n+2}=a_{n+1}-Ea_n .
\]

Starting from \(a_0=1\), this determines every coefficient.

```lean
/-- Coefficients, in powers of `u`, of a wavefunction of two electrons without a nucleus. -/
def pairCoeff (E : ℝ) : ℕ → ℝ
  | 0 => 1
  | 1 => 1 / 2
  | n + 2 => (pairCoeff E (n + 1) - E * pairCoeff E n) / (((n : ℝ) + 2) * ((n : ℝ) + 3))

/-- The series in `u` alone with coefficients `pairCoeff`. -/
def pairSeries (E : ℝ) : Series :=
  fun n => if n 0 = 0 ∧ n 1 = 0 then pairCoeff E (n 2) else 0
```

In the next proof, `hrec` is the recurrence and `key` the radial equation, which is then multiplied by \(r_1r_2\); all terms with \(\partial_{r_1}\) or \(\partial_{r_2}\) vanish.

```lean
/-- Without a nucleus, the series `pairSeries E` solves the formal equation at energy `E`. -/
theorem pairSeries_isFormalSolution (E : ℝ) : IsFormalSolution 0 E (pairSeries E) := by
  have hc : ∀ i j k, coef i j k (pairSeries E)
      = if i = 0 ∧ j = 0 then pairCoeff E k else 0 := fun _ _ _ => rfl
  have h1 : pd 0 (pairSeries E) = 0 := series_ext fun i j k => by simp [coef_pd, hc]
  have h2 : pd 1 (pairSeries E) = 0 := series_ext fun i j k => by simp [coef_pd, hc]
  have h3 : pd 0 (pd 2 (pairSeries E)) = 0 := series_ext fun i j k => by simp [coef_pd, hc]
  have h4 : pd 1 (pd 2 (pairSeries E)) = 0 := series_ext fun i j k => by simp [coef_pd, hc]
  have h5 : pd 0 (0 : Series) = 0 := series_ext fun i j k => by simp [coef_pd]
  have h6 : pd 1 (0 : Series) = 0 := series_ext fun i j k => by simp [coef_pd]
  have hrec : ∀ n : ℕ, ((n : ℝ) + 2) * ((n : ℝ) + 3) * pairCoeff E (n + 2)
      = pairCoeff E (n + 1) - E * pairCoeff E n := by
    intro n
    have a : ((n : ℝ) + 2) * ((n : ℝ) + 3) ≠ 0 := by positivity
    rw [pairCoeff]
    exact mul_div_cancel₀ _ a
  -- the radial equation in the interelectronic distance
  have key : pairSeries E - MvPowerSeries.X 2 * pd 2 (pd 2 (pairSeries E))
      - (2 : ℝ) • pd 2 (pairSeries E) - E • (MvPowerSeries.X 2 * pairSeries E) = 0 := by
    apply series_ext
    intro i j k
    by_cases h : i = 0 ∧ j = 0
    · obtain ⟨rfl, rfl⟩ := h
      cases k with
      | zero => simp [coef_mul, coef_pd, hc, pairCoeff]
      | succ k =>
        simp only [map_sub, map_smul, map_zero, smul_eq_mul, coef_mul, coef_pd, hc,
          Nat.add_sub_cancel, Nat.add_one_ne_zero, and_self, if_true, if_false]
        push_cast
        try simp only [show k + 1 + 1 = k + 2 from rfl]
        linear_combination -(hrec k)
    · simp [coef_mul, coef_pd, hc, h]
  have k2 := congrArg (fun φ : Series => MvPowerSeries.X 0 * (MvPowerSeries.X 1 * φ)) key
  simp only [mul_sub, mul_smul_comm, mul_zero] at k2
  unfold IsFormalSolution clearedOp
  simpa only [h1, h2, h3, h4, h5, h6, mul_assoc, add_zero, mul_zero, smul_zero, sub_zero,
    zero_smul] using k2
```

So, for every real \(E\), a formal solution with constant term 1 exists exactly when \(Z=0\).

```lean
/-- A formal power series solution with constant term 1 exists exactly when the nuclear
charge is zero. -/
theorem exists_power_series_solution_iff (Z E : ℝ) :
    (∃ ψ : Series, coef 0 0 0 ψ = 1 ∧ IsFormalSolution Z E ψ) ↔ Z = 0 := by
  constructor
  · intro h
    by_contra hZ
    exact no_power_series_solution hZ E h
  · rintro rfl
    refine ⟨pairSeries E, ?_, pairSeries_isFormalSolution E⟩
    change (if (0 : ℕ) = 0 ∧ (0 : ℕ) = 0 then pairCoeff E 0 else 0) = 1
    simp [pairCoeff]

end

end FockExpansion
```

```lean
#print axioms FockExpansion.clearedOp_eq_hamiltonian
-- 'FockExpansion.clearedOp_eq_hamiltonian' depends on axioms: [propext, Classical.choice, Quot.sound]
#print axioms FockExpansion.no_power_series_solution
-- 'FockExpansion.no_power_series_solution' depends on axioms: [propext, Classical.choice, Quot.sound]
#print axioms FockExpansion.exists_power_series_solution_iff
-- 'FockExpansion.exists_power_series_solution_iff' depends on axioms: [propext, Classical.choice, Quot.sound]
```
